# Started at the singles energy, the folded two-configuration iteration finds the singles-dominated eigenvalue unless singles and doubles are degenerate

Let \(a\) be the energy of one singles configuration, \(d\) that of one doubles configuration, and \(c\neq0\) their coupling, all real. Eliminating the doubles amplitude gives the update

\[
w_{n+1}=a+\frac{c^2}{w_n-d}.
\]

If \(a\neq d\), the iteration started at \(w_0=a\) never meets the pole \(d\). It converges to the eigenvalue of \(\begin{pmatrix}a&c\\c&d\end{pmatrix}\) whose eigenvector has singles weight above one half. If \(a=d\), every start except \(d\), \(d+c\) and \(d-c\) alternates forever between two values.

## The update inside a folded ADC(2) solver

In ADC(2) with canonical orbitals the doubles block is diagonal, so a code can store singles vectors only. At a trial energy \(\omega\) it forms each doubles amplitude on the fly, as a coupling term divided by \(\omega\) minus an orbital-energy difference, and contracts it back into the singles space. In the simplest scheme, an eigenvalue of the resulting singles matrix becomes the next \(\omega\). With one singles and one doubles configuration, this is the update above.

For \(a=5\), \(d=8\), \(c=2\), the iterates are \(5,\ 3.667,\ 4.077,\ 3.980,\dots\), approaching the eigenvalue \(4\), whose singles weight is \(0.8\). The other eigenvalue, \(9\), is also a fixed point, but only a run that starts there stays there. For \(a=d=5\), \(c=1\), a start at \(5.5\) gives \(7,\ 5.5,\ 7,\dots\)

## Convergence from the ratio of two distances

Let \((v_0,v_1)\neq0\) be an eigenvector with eigenvalue \(E\):

\[
(E-a)v_0=cv_1,\qquad (E-d)v_1=cv_0 .
\]

If \(v_1=0\), the second equation gives \(v_0=0\), so \(v_1\neq0\). Multiplying the second equation by \(E-a\) and using the first gives \((E-a)(E-d)=c^2\). Squaring the second gives \(c^2v_0^2=(E-d)^2v_1^2\). The singles weight \(v_0^2/(v_0^2+v_1^2)\) exceeds \(1/2\) exactly when \(v_0^2>v_1^2\), that is, when \(c^2<(E-d)^2\).

Take such an \(E\), and let \(F=a+d-E\) be the other eigenvalue. Substituting the secular equation into the update gives

\[
(w_{n+1}-E)(w_n-d)=(a-E)(w_n-E),
\]
\[
(w_{n+1}-F)(w_n-d)=(E-d)(w_n-F).
\]

By the second line, a run that does not start at \(F\) never reaches it. Dividing the lines, \(r_n=(w_n-E)/(w_n-F)\) obeys

\[
r_{n+1}=\frac{a-E}{E-d}\,r_n,\qquad \left|\frac{a-E}{E-d}\right|=\frac{c^2}{(E-d)^2}<1 .
\]

So \(r_n\to0\), and \(w_n=(E-Fr_n)/(1-r_n)\to E\).

For \(a\neq d\) such an \(E\) exists: take \(E=\tfrac12\bigl(a+d\pm\sqrt{(a-d)^2+4c^2}\bigr)\) with the sign of \(a-d\). Then \((a-d)(E-d)>0\), so \((E-d)^2=c^2+(a-d)(E-d)>c^2\), and \((E-d,c)\) is an eigenvector.

From \(w_0=a\), the iterates stay on the same side of \(d\) as \(a\), because

\[
(a-d)(w_{n+1}-d)=(a-d)^2+c^2\,\frac{a-d}{w_n-d}>0
\]

whenever \(w_n\) is on that side. Also \(a\neq F\), since equality would force \(E=d\).

If \(a=d\), then \(w_{n+1}-d=c^2/(w_n-d)\). Two updates restore \(w_n\), and one update fixes it only if \((w_n-d)^2=c^2\).

## The Lean file

```lean
import Mathlib

open Filter Topology Matrix

namespace FoldedADC2

noncomputable section

/-- The Hamiltonian of one singles configuration of energy `a` coupled by `c` to one doubles
configuration of energy `d`. -/
def hamiltonian (a c d : ℝ) : Matrix (Fin 2) (Fin 2) ℝ := !![a, c; c, d]

/-- The singles weight of a nonzero state `v`, whose components are the singles and the doubles
amplitude. -/
def singlesWeight (v : Fin 2 → ℝ) : ℝ := v 0 ^ 2 / (v 0 ^ 2 + v 1 ^ 2)

/-- The folded update: the singles energy plus the doubles self-energy at the trial energy `w`,
for `w ≠ d`. -/
def foldedStep (a c d w : ℝ) : ℝ := a + c ^ 2 / (w - d)

/-- For nonzero coupling `c`, a run of the folded iteration, written without a denominator. -/
def FoldedRun (a c d : ℝ) (w : ℕ → ℝ) : Prop :=
  ∀ n, (w (n + 1) - a) * (w n - d) = c ^ 2

/-- For nonzero coupling, a run is a sequence that never meets the pole `d` and follows the
folded update. -/
theorem foldedRun_iff {a c d : ℝ} (hc : c ≠ 0) (w : ℕ → ℝ) :
    FoldedRun a c d w ↔ ∀ n, w n ≠ d ∧ w (n + 1) = foldedStep a c d (w n) := by
  refine forall_congr' fun n => ⟨fun h => ?_, fun h => ?_⟩
  · have hx : w n - d ≠ 0 := by
      intro h0
      rw [h0, mul_zero] at h
      exact pow_ne_zero 2 hc h.symm
    have e := (eq_div_iff hx).mpr h
    exact ⟨sub_ne_zero.mp hx, by unfold foldedStep; linarith⟩
  · have hx : w n - d ≠ 0 := sub_ne_zero.mpr h.1
    rw [h.2, foldedStep, add_sub_cancel_left]
    exact div_mul_cancel₀ _ hx

/-- The eigenvalue equation, written out for the singles and the doubles amplitude. -/
theorem eigen_iff (a c d E : ℝ) (v : Fin 2 → ℝ) :
    hamiltonian a c d *ᵥ v = E • v ↔
      a * v 0 + c * v 1 = E * v 0 ∧ c * v 0 + d * v 1 = E * v 1 := by
  rw [funext_iff, Fin.forall_fin_two]
  simp [hamiltonian, Matrix.mulVec, dotProduct, Fin.sum_univ_two]

/-- For nonzero coupling, the energy `E` of an eigenstate solves the folded secular equation, and
its singles weight exceeds one half exactly when the distance between `E` and `d` exceeds `|c|`. -/
theorem secular_and_weight {a c d E : ℝ} {v : Fin 2 → ℝ} (hc : c ≠ 0) (hv : v ≠ 0)
    (h : hamiltonian a c d *ᵥ v = E • v) :
    (E - a) * (E - d) = c ^ 2 ∧ (1 / 2 < singlesWeight v ↔ c ^ 2 < (E - d) ^ 2) := by
  obtain ⟨r1, r2⟩ := (eigen_iff a c d E v).mp h
  -- the doubles amplitude cannot vanish
  have h1 : v 1 ≠ 0 := by
    intro h1
    rw [h1] at r2
    have h2 : c * v 0 = 0 := by linarith
    have h0 : v 0 = 0 := (mul_eq_zero.mp h2).resolve_left hc
    exact hv (funext (Fin.forall_fin_two.mpr ⟨h0, h1⟩))
  have p1 : 0 < v 1 ^ 2 := by positivity
  have pc : 0 < c ^ 2 := by positivity
  have key : c ^ 2 * v 0 ^ 2 = (E - d) ^ 2 * v 1 ^ 2 := by
    linear_combination (c * v 0 + (E - d) * v 1) * r2
  refine ⟨mul_right_cancel₀ h1 ?_, ?_⟩
  · linear_combination (-(E - a)) * r2 - c * r1
  · have hS : 0 < v 0 ^ 2 + v 1 ^ 2 := by positivity
    rw [singlesWeight, lt_div_iff₀ hS]
    constructor
    · intro hlt
      have h3 := mul_lt_mul_of_pos_left (show v 1 ^ 2 < v 0 ^ 2 by linarith) pc
      exact lt_of_mul_lt_mul_right (by linarith) p1.le
    · intro hlt
      have h3 := mul_lt_mul_of_pos_right hlt p1
      have h4 : v 1 ^ 2 < v 0 ^ 2 := lt_of_mul_lt_mul_left (by linarith) pc.le
      linarith

/-- A state with singles weight above one half is not the zero vector. -/
theorem ne_zero_of_weight {v : Fin 2 → ℝ} (hw : 1 / 2 < singlesWeight v) : v ≠ 0 := by
  rintro rfl
  norm_num [singlesWeight] at hw

/-- For nonzero coupling, let `E` be the energy of an eigenstate with singles weight above one half
and `F` the other eigenvalue, fixed by the trace. Every run that does not start at `F` converges
to `E`. -/
theorem run_tendsto {a c d E F : ℝ} {v : Fin 2 → ℝ} {w : ℕ → ℝ} (hc : c ≠ 0)
    (hv : hamiltonian a c d *ᵥ v = E • v) (hs : 1 / 2 < singlesWeight v)
    (hF : E + F = a + d) (hw : FoldedRun a c d w) (h0 : w 0 ≠ F) :
    Tendsto w atTop (𝓝 E) := by
  obtain ⟨hE, hiff⟩ := secular_and_weight hc (ne_zero_of_weight hs) hv
  have hgap := hiff.mp hs
  have hp : E - d ≠ 0 := by
    intro h
    rw [h] at hgap
    nlinarith [sq_nonneg c]
  -- one update acts on the distances to the two eigenvalues
  have stepE : ∀ n, (w (n + 1) - E) * (w n - d) = (a - E) * (w n - E) := fun n => by
    linear_combination hw n - hE
  have stepF : ∀ n, (w (n + 1) - F) * (w n - d) = (E - d) * (w n - F) := fun n => by
    linear_combination hw n - hE + (E - w n) * hF
  have hne : ∀ n, w n - F ≠ 0 := by
    intro n
    induction n with
    | zero => exact sub_ne_zero.mpr h0
    | succ n ih =>
      intro h
      have h2 := stepF n
      rw [h, zero_mul] at h2
      exact mul_ne_zero hp ih h2.symm
  -- the ratio of the distances is a geometric sequence
  have ratio : ∀ n, (w n - E) / (w n - F)
      = ((a - E) / (E - d)) ^ n * ((w 0 - E) / (w 0 - F)) := by
    intro n
    induction n with
    | zero => simp
    | succ n ih =>
      have one : (w (n + 1) - E) / (w (n + 1) - F)
          = (a - E) / (E - d) * ((w n - E) / (w n - F)) := by
        rw [div_mul_div_comm, div_eq_div_iff (hne _) (mul_ne_zero hp (hne n)),
          ← stepF n, ← stepE n]
        ring
      rw [one, ih, pow_succ]
      ring
  have hr : |(a - E) / (E - d)| < 1 := by
    rw [abs_div, div_lt_one (abs_pos.mpr hp)]
    have h2 : |a - E| * |E - d| = c ^ 2 := by
      rw [← abs_mul, show (a - E) * (E - d) = -c ^ 2 by linear_combination (-1) * hE,
        abs_neg, abs_of_nonneg (sq_nonneg c)]
    refine lt_of_mul_lt_mul_right ?_ (abs_nonneg (E - d))
    rw [h2, abs_mul_abs_self]
    nlinarith [hgap]
  have hlim : Tendsto (fun n => (w n - E) / (w n - F)) atTop (𝓝 0) := by
    have h := (tendsto_pow_atTop_nhds_zero_of_abs_lt_one hr).mul_const ((w 0 - E) / (w 0 - F))
    rw [zero_mul] at h
    exact h.congr fun n => (ratio n).symm
  -- recover the energy from the ratio
  have hfin : Tendsto (fun n => (E - F * ((w n - E) / (w n - F))) / (1 - (w n - E) / (w n - F)))
      atTop (𝓝 ((E - F * 0) / (1 - 0))) :=
    (tendsto_const_nhds.sub (hlim.const_mul F)).div (tendsto_const_nhds.sub hlim) (by norm_num)
  rw [mul_zero, sub_zero, sub_zero, div_one] at hfin
  refine hfin.congr fun n => ?_
  have e : (w n - E) / (w n - F) * (w n - F) = w n - E := div_mul_cancel₀ _ (hne n)
  have h1 : 1 - (w n - E) / (w n - F) ≠ 0 := by
    intro h
    have e1 : E = F := by linear_combination e + (w n - F) * h
    have e2 : c ^ 2 = -(E - d) ^ 2 := by
      linear_combination (-1) * hE + (E - d) * e1 + (E - d) * hF
    nlinarith [sq_nonneg c]
  rw [div_eq_iff h1]
  linear_combination e

/-- If the coupling is nonzero and `a ≠ d`, some eigenstate has singles weight above one half. -/
theorem exists_singles_dominated {a c d : ℝ} (hc : c ≠ 0) (had : a ≠ d) :
    ∃ (E : ℝ) (v : Fin 2 → ℝ), hamiltonian a c d *ᵥ v = E • v ∧ 1 / 2 < singlesWeight v := by
  -- take the eigenvalue on the same side of `d` as `a`
  obtain ⟨E, hE, hpos⟩ : ∃ E, (E - a) * (E - d) = c ^ 2 ∧ 0 < (a - d) * (E - d) := by
    have hR := Real.sq_sqrt (show 0 ≤ (a - d) ^ 2 + 4 * c ^ 2 by positivity)
    have hR0 := Real.sqrt_nonneg ((a - d) ^ 2 + 4 * c ^ 2)
    set R := Real.sqrt ((a - d) ^ 2 + 4 * c ^ 2)
    rcases lt_or_gt_of_ne had with h | h
    · exact ⟨(a + d - R) / 2, by linear_combination hR / 4,
        mul_pos_of_neg_of_neg (by linarith) (by linarith)⟩
    · exact ⟨(a + d + R) / 2, by linear_combination hR / 4,
        mul_pos (by linarith) (by linarith)⟩
  have hv : hamiltonian a c d *ᵥ ![E - d, c] = E • ![E - d, c] := by
    refine (eigen_iff a c d E _).mpr ⟨?_, ?_⟩
    · show a * (E - d) + c * c = E * (E - d)
      linear_combination (-1) * hE
    · show c * (E - d) + d * c = E * c
      ring
  have hne : ![E - d, c] ≠ 0 := fun h => hc (congrFun h 1)
  exact ⟨E, _, hv, (secular_and_weight hc hne hv).2.mpr (by nlinarith)⟩

/-- If the coupling is nonzero and `a ≠ d`, the folded iteration started at the singles energy `a`
never meets the pole `d` and converges to the energy of an eigenstate with singles weight above
one half. -/
theorem tendsto_from_singles {a c d : ℝ} (hc : c ≠ 0) (had : a ≠ d) :
    ∃ (E : ℝ) (v : Fin 2 → ℝ), hamiltonian a c d *ᵥ v = E • v ∧ 1 / 2 < singlesWeight v ∧
      (∀ n, (foldedStep a c d)^[n] a ≠ d) ∧
      Tendsto (fun n => (foldedStep a c d)^[n] a) atTop (𝓝 E) := by
  obtain ⟨E, v, hv, hs⟩ := exists_singles_dominated hc had
  have ha : a - d ≠ 0 := sub_ne_zero.mpr had
  -- the iterates stay on the same side of the pole as `a`
  have hside : ∀ n, 0 < (a - d) * ((foldedStep a c d)^[n] a - d) := by
    intro n
    induction n with
    | zero => exact mul_self_pos.mpr ha
    | succ n ih =>
      rw [Function.iterate_succ_apply']
      generalize (foldedStep a c d)^[n] a = x at ih ⊢
      have hx : x - d ≠ 0 := right_ne_zero_of_mul ih.ne'
      have q : 0 < (a - d) / (x - d) := by
        rw [← mul_div_mul_right _ _ hx]
        exact div_pos ih (mul_self_pos.mpr hx)
      have e : (a - d) * (foldedStep a c d x - d)
          = (a - d) ^ 2 + c ^ 2 * ((a - d) / (x - d)) := by
        unfold foldedStep
        ring
      rw [e]
      exact add_pos_of_pos_of_nonneg (by positivity) (mul_nonneg (sq_nonneg c) q.le)
  have hd : ∀ n, (foldedStep a c d)^[n] a ≠ d := fun n =>
    sub_ne_zero.mp (right_ne_zero_of_mul (hside n).ne')
  refine ⟨E, v, hv, hs, hd, ?_⟩
  refine run_tendsto (F := a + d - E) hc hv hs (by ring)
    ((foldedRun_iff hc _).mpr fun n => ⟨hd n, Function.iterate_succ_apply' _ _ _⟩) ?_
  intro h
  have h' : a = a + d - E := h
  have hgap := (secular_and_weight hc (ne_zero_of_weight hs) hv).2.mp hs
  have hEd : E - d = 0 := by linarith
  rw [hEd] at hgap
  nlinarith [sq_nonneg c]

/-- If singles and doubles are degenerate at `d` and the coupling is nonzero, every start except
`d`, `d + c` and `d - c` oscillates forever with period two. -/
theorem degenerate_oscillates {c d w : ℝ} (hc : c ≠ 0) (hd : w ≠ d) (hp : w ≠ d + c)
    (hm : w ≠ d - c) (n : ℕ) :
    (foldedStep d c d)^[n + 2] w = (foldedStep d c d)^[n] w ∧
      (foldedStep d c d)^[n + 1] w ≠ (foldedStep d c d)^[n] w := by
  have hx : w - d ≠ 0 := sub_ne_zero.mpr hd
  -- two updates undo each other
  have h2 : foldedStep d c d (foldedStep d c d w) = w := by
    unfold foldedStep
    rw [add_sub_cancel_left]
    have e : c ^ 2 / (c ^ 2 / (w - d)) = w - d := by field_simp
    linarith
  have hper : ∀ k, (foldedStep d c d)^[k + 2] w = (foldedStep d c d)^[k] w := fun k => by
    rw [Function.iterate_add_apply]
    exact congrArg _ h2
  refine ⟨hper n, ?_⟩
  induction n with
  | zero =>
    intro h
    have h' : d + c ^ 2 / (w - d) = w := h
    have e : c ^ 2 / (w - d) = w - d := by linarith
    rw [div_eq_iff hx] at e
    have f : (w - (d + c)) * (w - (d - c)) = 0 := by linear_combination (-1) * e
    rcases mul_eq_zero.mp f with f | f
    · exact hp (sub_eq_zero.mp f)
    · exact hm (sub_eq_zero.mp f)
  | succ k ih =>
    intro h
    exact ih (h.symm.trans (hper k))

end

end FoldedADC2
```

```lean
#print axioms FoldedADC2.tendsto_from_singles
#print axioms FoldedADC2.degenerate_oscillates
```

```
'FoldedADC2.tendsto_from_singles' depends on axioms: [propext, Classical.choice, Quot.sound]
'FoldedADC2.degenerate_oscillates' depends on axioms: [propext, Classical.choice, Quot.sound]
```

## Scope of the theorems and their proofs

`hamiltonian a c d *ᵥ v = E • v` is the eigenvalue equation, with `v 0` the singles and `v 1` the doubles amplitude; `singlesWeight` normalises, so `v` need not. `FoldedRun` is the update multiplied through by its denominator, and `foldedRun_iff` shows that for `c ≠ 0` this includes avoidance of the pole.

`secular_and_weight` supplies the secular equation and the weight criterion. `run_tendsto` covers any pole-free run not starting at `F`: `stepE` and `stepF` are the two distance identities, checked by `linear_combination`, and `ratio` is the geometric law, by induction. `exists_singles_dominated` constructs the eigenpair, and `tendsto_from_singles` adds the same-side induction `hside`. `degenerate_oscillates` states that iterates two steps apart agree and neighbours differ.

The guarantee concerns real numbers and a single singles–doubles pair. It says nothing about rounding, several coupled singles, or root selection in a larger matrix. The convergence factor appears within the proof of `run_tendsto`, but its statement gives only the limit.
